# Orthonormal real orbitals that minimise the closed-shell energy in a finite basis satisfy the Hartree–Fock equations

In a self-consistent-field calculation one builds the Fock matrix from the current orbitals, diagonalises it, and takes new occupied orbitals from its eigenvectors. This step can reproduce the orbitals of an energy minimum only if their own Fock matrix $F$ maps the space they span into itself. For $m$ doubly occupied real orbitals $P_i$ in a finite orthonormal basis, the theorem below gives this property:

$$F P_i=\sum_j \varepsilon_{ij}P_j,\qquad \varepsilon_{ij}=\varepsilon_{ji}.$$

```lean
import Mathlib

open Matrix Finset

namespace ClosedShellHartreeFock

noncomputable section
```

## Orbitals, integrals and energy

An orbital is a vector of $n$ real coefficients. For an atom with only $s$ shells occupied, these can be the coefficients of the radial functions; otherwise they describe full spatial orbitals, because the energy used here has no angular coefficients for higher shells.

```lean
/-- A real orbital, given by `n` coefficients in an orthonormal basis. -/
abbrev Orb (n : ℕ) := Fin n → ℝ
```

The one-electron energy is a symmetric bilinear form $h(u,v)$, as for a Hermitian Hamiltonian with real matrix elements.

```lean
variable {m n : ℕ} (h : Orb n → Orb n → ℝ) (g : Orb n → Orb n → Orb n → Orb n → ℝ)

/-- A symmetric bilinear form; linearity in the second orbital follows by symmetry. -/
structure SymmBilinear : Prop where
  lin : ∀ (a b : ℝ) u u' v, h (a • u + b • u') v = a * h u v + b * h u' v
  symm : ∀ u v, h u v = h v u
```

The repulsion integral $(uv,xy)$, written `g u v x y`, couples the charge distribution $uv$ to the distribution $xy$. For real orbitals and a repulsion that depends only on the positions of the two electrons, symmetrically, one may exchange $u$ with $v$, and $uv$ with $xy$. These two exchanges generate all eight symmetries and carry linearity from the first orbital to the other three.

```lean
/-- A quadrilinear form `(uv,xy)` with eightfold symmetry, given by linearity in the first orbital
and two exchanges that generate the rest. -/
structure Eightfold : Prop where
  lin : ∀ (a b : ℝ) u u' v x y, g (a • u + b • u') v x y = a * g u v x y + b * g u' v x y
  left : ∀ u v x y, g u v x y = g v u x y
  pair : ∀ u v x y, g u v x y = g x y u v
```

Orthonormality means $P_i\cdot P_j=\delta_{ij}$. A non-orthogonal basis, such as atom-centred Gaussians, could have been modelled with an overlap matrix $S$: the condition would become $P_i\cdot SP_j=\delta_{ij}$, and the equations $FP_i=\sum_j\varepsilon_{ij}SP_j$.

```lean
/-- The orbitals are normalised and mutually orthogonal. -/
def IsOrthonormal (P : Fin m → Orb n) : Prop :=
  ∀ i j, P i ⬝ᵥ P j = if i = j then 1 else 0
```

With $(ij,kl)$ short for $(P_iP_j,P_kP_l)$, the closed-shell energy is

$$E=2\sum_i h(P_i,P_i)+\sum_{ij}\bigl[2(ii,jj)-(ij,ij)\bigr].$$

```lean
/-- The closed-shell energy `2 Σ h(i,i) + Σ [2(ii,jj) - (ij,ij)]`. -/
def energy (P : Fin m → Orb n) : ℝ :=
  2 * ∑ i, h (P i) (P i) +
    ∑ i, ∑ j, (2 * g (P i) (P i) (P j) (P j) - g (P i) (P j) (P i) (P j))
```

A minimiser is an orthonormal list whose energy no other orthonormal list of $m$ orbitals undercuts. The minimum is global, and its existence is assumed.

```lean
/-- The orbitals are orthonormal and no orthonormal list of the same length has lower energy. -/
def IsMinimiser (P : Fin m → Orb n) : Prop :=
  IsOrthonormal P ∧ ∀ Q : Fin m → Orb n, IsOrthonormal Q → energy h g P ≤ energy h g Q
```

The Fock form collects the one-electron, Coulomb and exchange terms:

$$F(u,v)=h(u,v)+\sum_j\bigl[2(uv,P_jP_j)-(uP_j,vP_j)\bigr].$$

```lean
/-- The Fock form `F(u,v) = h(u,v) + Σ [2(uv,jj) - (uj,vj)]`, with Coulomb and exchange terms. -/
def fockForm (P : Fin m → Orb n) (u v : Orb n) : ℝ :=
  h u v + ∑ j, (2 * g u v (P j) (P j) - g u (P j) v (P j))
```

Its values between basis vectors $b_p$ are the elements of the Fock matrix, $F_{pq}=F(b_p,b_q)$.

```lean
/-- The Fock matrix: the elements of the Fock form between basis vectors. -/
def fock (P : Fin m → Orb n) : Matrix (Fin n) (Fin n) ℝ :=
  of fun p q => fockForm h g P (Pi.single p 1) (Pi.single q 1)
```

The multipliers are the elements between occupied orbitals, $\varepsilon_{ij}=P_i\cdot FP_j$.

```lean
/-- The matrix `ε` of elements of the Fock matrix between occupied orbitals. -/
def multiplier (P : Fin m → Orb n) : Matrix (Fin m) (Fin m) ℝ :=
  of fun i j => P i ⬝ᵥ fock h g P *ᵥ P j
```

To vary one orbital at a time, we also need the list with $P_i$ left out. In Lean, `i.succAbove` runs through the indices other than `i`.

```lean
/-- The occupied orbitals with orbital `i` removed. -/
def core (P : Fin (m + 1) → Orb n) (i : Fin (m + 1)) : Fin m → Orb n :=
  fun j => P (i.succAbove j)
```

A simple model meets both symmetry conditions: sites with energies $\omega_p$, no hopping, and an on-site repulsion $U$. Two electrons on site $p$ then have energy $2\omega_p+U$.

```lean
/-- Site energies `ω` and an on-site Hubbard repulsion `U` give a symmetric bilinear form and a
quadrilinear form with eightfold symmetry. -/
theorem hubbard_witness (ω : Fin n → ℝ) (U : ℝ) :
    SymmBilinear (fun u v : Orb n => ∑ p, ω p * u p * v p) ∧
      Eightfold (fun u v x y : Orb n => ∑ p, U * u p * v p * x p * y p) := by
  refine ⟨⟨fun a b u u' v => ?_, fun u v => sum_congr rfl fun p _ => by ring⟩,
    ⟨fun a b u u' v x y => ?_, fun u v x y => sum_congr rfl fun p _ => by ring,
      fun u v x y => sum_congr rfl fun p _ => by ring⟩⟩ <;>
  · simp only [mul_sum, ← sum_add_distrib, Pi.add_apply, Pi.smul_apply, smul_eq_mul]
    exact sum_congr rfl fun p _ => by ring
```

## The Fock matrix is symmetric

Exchanging $u$ and $v$ leaves $h(u,v)$ and $(uv,P_jP_j)$ unchanged, and it turns $(uP_j,vP_j)$ into $(vP_j,uP_j)$, which is equal by exchange of the two distributions. Each term is linear in $u$, so $F(u,v)$ is again a symmetric bilinear form.

```lean
variable {h g}

/-- For symmetric `h` and eightfold symmetry, the Fock form is bilinear and symmetric. -/
theorem fockForm_symm (hh : SymmBilinear h) (hg : Eightfold g) (P : Fin m → Orb n) :
    SymmBilinear (fockForm h g P) := by
  refine ⟨fun a b u u' v => ?_, fun u v => ?_⟩
  · simp only [fockForm, hh.lin, hg.lin]
    rw [mul_add, mul_add, add_add_add_comm, mul_sum, mul_sum, ← sum_add_distrib]
    exact congrArg _ (sum_congr rfl fun j _ => by ring)
  · unfold fockForm
    rw [hh.symm u v]
    refine congrArg _ (sum_congr rfl fun j _ => ?_)
    rw [hg.left u v (P j) (P j), hg.pair u (P j) v (P j)]
```

Expanding $u=\sum_p u_pb_p$ and $v=\sum_q v_qb_q$ gives

$$F(u,v)=\sum_{pq}u_pF_{pq}v_q=u\cdot Fv.$$

In the proof, `ex` is the expansion in the first argument; symmetry gives the second.

```lean
/-- For symmetric `h` and eightfold symmetry, the Fock matrix represents the Fock form. -/
theorem dot_fock (hh : SymmBilinear h) (hg : Eightfold g) (P : Fin m → Orb n) (u v : Orb n) :
    u ⬝ᵥ fock h g P *ᵥ v = fockForm h g P u v := by
  have hB := fockForm_symm hh hg P
  have ex : ∀ u v, fockForm h g P u v = ∑ p, u p * fockForm h g P (Pi.single p 1) v := by
    intro u v
    have hl : IsLinearMap ℝ fun u => fockForm h g P u v :=
      ⟨fun x y => by simpa using hB.lin 1 1 x y v, fun c x => by simpa using hB.lin c 0 x 0 v⟩
    have hu : ∑ p, u p • (Pi.single p 1 : Orb n) = u := by
      ext q
      simp [Finset.sum_apply, Pi.single_apply]
    have H := map_sum (hl.mk' _) (fun p => u p • (Pi.single p 1 : Orb n)) univ
    rw [hu] at H
    refine H.trans (sum_congr rfl fun p _ => ?_)
    exact hl.map_smul (u p) (Pi.single p 1)
  simp only [dotProduct, mulVec, fock, of_apply]
  rw [ex u v]
  refine sum_congr rfl fun p _ => ?_
  rw [hB.symm (Pi.single p 1) v, ex v (Pi.single p 1)]
  congr 1
  exact sum_congr rfl fun q _ => by rw [hB.symm (Pi.single q 1) (Pi.single p 1), mul_comm]
```

## Energy as a function of one orbital

Let $F^{\circ}$ be the Fock form built from the orbitals other than $P_i$. The terms of $E$ that contain $P_i$ are

$$2h(P_i,P_i)+2\sum_{j\ne i}\bigl[2(ii,jj)-(ij,ij)\bigr]+2(ii,ii)-(ii,ii).$$

The factor 2 before the sum arises because the pairs $(i,j)$ and $(j,i)$ contribute equally, which is the step `s`. Hence

$$E=E_{\text{others}}+2F^{\circ}(P_i,P_i)+(ii,ii).$$

```lean
/-- With eightfold symmetry, the energy is that of the other pairs, plus twice their Fock form in
orbital `i`, plus the repulsion within pair `i`. -/
theorem energy_core (hg : Eightfold g) (P : Fin (m + 1) → Orb n) (i : Fin (m + 1)) :
    energy h g P = energy h g (core P i) + 2 * fockForm h g (core P i) (P i) (P i) +
      g (P i) (P i) (P i) (P i) := by
  have s : ∀ u v, 2 * g u u v v - g u v u v = 2 * g v v u u - g v u v u := fun u v => by
    linear_combination 2 * hg.pair u u v v -
      ((hg.left u v u v).trans (hg.pair v u u v)).trans (hg.left u v v u)
  have s' := fun j : Fin m => s (P (i.succAbove j)) (P i)
  simp only [energy, fockForm, core, Fin.sum_univ_succAbove _ i, s', sum_add_distrib]
  ring
```

## The Fock matrix of a minimiser does not couple occupied and virtual orbitals

Let $e$ be a unit vector orthogonal to all occupied orbitals, and replace $P_i$ by

$$x(t)=\cos t\,P_i+\sin t\,e.$$

Then $x\cdot x=\cos^2t+\sin^2t=1$ and $x\cdot P_k=0$ for $k\neq i$, so the list stays orthonormal (`orth`). For a symmetric bilinear form $B$,

$$B(x,x)=\cos^2t\,B(P_i,P_i)+2\cos t\sin t\,B(P_i,e)+\sin^2t\,B(e,e),$$

with derivative $2B(P_i,e)$ at $t=0$ (`sq`, `dB`). Applying the same expansion to one distribution in $(xx,xx)$ gives

$$\cos^2t\,(P_iP_i,xx)+2\cos t\sin t\,(P_ie,xx)+\sin^2t\,(ee,xx).$$

At $t=0$ the first term contributes $2(P_ie,P_iP_i)$ through its dependence on $x$, and the second contributes the same amount. The total is $4(P_ie,P_iP_i)$ (`d4`). Therefore

$$\left.\frac{dE}{dt}\right|_0=4F^{\circ}(P_i,e)+4(P_ie,P_iP_i).$$

The full Fock form has one more term in its sum, $j=i$:

$$F(P_i,e)=F^{\circ}(P_i,e)+2(P_ie,P_iP_i)-(P_iP_i,eP_i).$$

The last integral equals $(P_ie,P_iP_i)$ by symmetry (`q`), so the derivative is $4F(P_i,e)$. Since $t=0$ is a minimum (`hmin`), it vanishes.

A general vector $w$ orthogonal to the occupied orbitals is either zero, where the claim is immediate, or a multiple of such an $e$. Thus $F(P_i,w)=0$, the Brillouin condition in the form of a statement about Fock matrix elements.

```lean
/-- Brillouin condition: for symmetric `h`, eightfold symmetry and minimising orbitals, the Fock
form vanishes between an occupied orbital and a vector orthogonal to all of them. -/
theorem brillouin (hh : SymmBilinear h) (hg : Eightfold g) {P : Fin m → Orb n}
    (hP : IsMinimiser h g P) (i : Fin m) (w : Orb n) (hw : ∀ j, P j ⬝ᵥ w = 0) :
    fockForm h g P (P i) w = 0 := by
  obtain _ | m := m
  · exact i.elim0
  have unit : ∀ e, (∀ j, P j ⬝ᵥ e = 0) → e ⬝ᵥ e = 1 → fockForm h g P (P i) e = 0 := by
    intro e he h1
    have he' : ∀ j, e ⬝ᵥ P j = 0 := fun j => (dotProduct_comm _ _).trans (he j)
    have hii : P i ⬝ᵥ P i = 1 := (hP.1 i i).trans (if_pos rfl)
    -- rotate the occupied orbital into the virtual one
    obtain ⟨x, hx⟩ : ∃ x : ℝ → Orb n, ∀ t, x t = Real.cos t • P i + Real.sin t • e :=
      ⟨_, fun _ => rfl⟩
    have hx0 : x 0 = P i := by simp [hx]
    have orth : ∀ t, IsOrthonormal (Function.update P i (x t)) := by
      intro t j k
      rw [hx]
      by_cases hj : j = i <;> by_cases hk : k = i
      · rw [hj, hk, if_pos rfl]
        simp only [Function.update_self, add_dotProduct, dotProduct_add, smul_dotProduct,
          dotProduct_smul, smul_eq_mul, hii, he, he', h1]
        linear_combination Real.sin_sq_add_cos_sq t
      · have h0 := (hP.1 i k).trans (if_neg (Ne.symm hk))
        rw [hj, if_neg (Ne.symm hk)]
        simp only [Function.update_self, Function.update_of_ne hk, add_dotProduct,
          smul_dotProduct, h0, he', smul_zero, add_zero]
      · have h0 := (hP.1 j i).trans (if_neg hj)
        rw [hk, if_neg hj]
        simp only [Function.update_self, Function.update_of_ne hj, dotProduct_add,
          dotProduct_smul, h0, he, smul_zero, add_zero]
      · rw [Function.update_of_ne hj, Function.update_of_ne hk]
        exact hP.1 j k
    have sq : ∀ B : Orb n → Orb n → ℝ, SymmBilinear B → ∀ t, B (x t) (x t) =
        Real.cos t ^ 2 * B (P i) (P i) + 2 * Real.cos t * Real.sin t * B (P i) e +
          Real.sin t ^ 2 * B e e := by
      intro B hB t
      have l : ∀ v, B (x t) v = Real.cos t * B (P i) v + Real.sin t * B e v := fun v => by
        rw [hx, hB.lin]
      rw [l, hB.symm (P i) (x t), hB.symm e (x t), l, l, hB.symm e (P i)]
      ring
    have d : ∀ {a b c : ℝ → ℝ} {a' b' c' : ℝ}, HasDerivAt a a' 0 → HasDerivAt b b' 0 →
        HasDerivAt c c' 0 → HasDerivAt (fun t => Real.cos t ^ 2 * a t +
          2 * Real.cos t * Real.sin t * b t + Real.sin t ^ 2 * c t) (a' + 2 * b 0) 0 := by
      intro a b c a' b' c' ha hb hc
      have C := Real.hasDerivAt_cos 0
      have S := Real.hasDerivAt_sin 0
      exact ((((C.fun_pow 2).fun_mul ha).fun_add (((C.const_mul 2).fun_mul S).fun_mul hb)).fun_add
        ((S.fun_pow 2).fun_mul hc)).congr_deriv (by simp)
    have dB : ∀ B : Orb n → Orb n → ℝ, SymmBilinear B →
        HasDerivAt (fun t => B (x t) (x t)) (2 * B (P i) e) 0 := by
      intro B hB
      simp only [sq B hB]
      exact (d (hasDerivAt_const 0 _) (hasDerivAt_const 0 _)
        (hasDerivAt_const 0 _)).congr_deriv (zero_add _)
    have gB : ∀ y z, SymmBilinear fun u v => g u v y z := fun y z =>
      ⟨fun a b u u' v => hg.lin a b u u' v y z, fun u v => hg.left u v y z⟩
    have dg : ∀ y z, HasDerivAt (fun t => g y z (x t) (x t)) (2 * g (P i) e y z) 0 := by
      intro y z
      simp only [hg.pair y z]
      exact dB _ (gB y z)
    have d4 : HasDerivAt (fun t => g (x t) (x t) (x t) (x t)) (4 * g (P i) e (P i) (P i)) 0 := by
      have H := d (dg (P i) (P i)) (dg (P i) e) (dg e e)
      rw [hx0] at H
      have f : (fun t => g (x t) (x t) (x t) (x t)) = _ :=
        funext fun t => sq _ (gB (x t) (x t)) t
      rw [f]
      exact H.congr_deriv (by ring)
    have hc : ∀ y, core (Function.update P i y) i = core P i := fun y =>
      funext fun j => Function.update_of_ne (Fin.succAbove_ne i j) _ _
    have H : HasDerivAt (fun t => energy h g (Function.update P i (x t)))
        (4 * fockForm h g (core P i) (P i) e + 4 * g (P i) e (P i) (P i)) 0 := by
      simp only [energy_core hg _ i, hc, Function.update_self]
      exact (((hasDerivAt_const 0 _).fun_add
        ((dB _ (fockForm_symm hh hg (core P i))).const_mul 2)).fun_add d4).congr_deriv (by ring)
    have hmin : IsLocalMin (fun t => energy h g (Function.update P i (x t))) 0 :=
      Filter.Eventually.of_forall fun t => by
        change energy h g (Function.update P i (x 0)) ≤ _
        rw [hx0, Function.update_eq_self]
        exact hP.2 _ (orth t)
    have z := hmin.hasDerivAt_eq_zero H
    have q := (hg.pair (P i) (P i) e (P i)).trans (hg.left e (P i) (P i) (P i))
    simp only [fockForm, core] at z
    simp only [fockForm, Fin.sum_univ_succAbove _ i]
    linear_combination z / 4 - q
  have hF := fockForm_symm hh hg P
  rw [hF.symm]
  by_cases h0 : w ⬝ᵥ w = 0
  · have l := hF.lin 0 0 w w (P i)
    simp only [zero_smul, add_zero, zero_mul] at l
    rw [dotProduct_self_eq_zero.1 h0, l]
  · have hn : 0 ≤ w ⬝ᵥ w := sum_nonneg fun _ _ => mul_self_nonneg _
    have hs : Real.sqrt (w ⬝ᵥ w) ≠ 0 := fun hz => h0 ((Real.sqrt_eq_zero hn).1 hz)
    have z := unit ((Real.sqrt (w ⬝ᵥ w))⁻¹ • w)
      (fun j => by rw [dotProduct_smul, hw, smul_zero]) (by
        rw [smul_dotProduct, dotProduct_smul, smul_eq_mul, smul_eq_mul]
        field_simp
        exact (Real.sq_sqrt hn).symm)
    have l := hF.lin (Real.sqrt (w ⬝ᵥ w))⁻¹ 0 w w (P i)
    simp only [zero_smul, add_zero, zero_mul] at l
    rw [hF.symm, l] at z
    exact (mul_eq_zero.1 z).resolve_left (inv_ne_zero hs)
```

## The Hartree–Fock equations

Symmetry of $F$ makes $\varepsilon$ symmetric. Fix $i$ and define the residual $r=FP_i-\sum_j\varepsilon_{ij}P_j$. For every occupied $P_k$,

$$P_k\cdot r=P_k\cdot FP_i-\varepsilon_{ik}=\varepsilon_{ki}-\varepsilon_{ik}=0,$$

which is `ho`. The Brillouin condition therefore applies to $w=r$, and

$$r\cdot r=r\cdot FP_i-\sum_j\varepsilon_{ij}\,r\cdot P_j=F(P_i,r)-0=0,$$

which is `hrr`. A real vector orthogonal to itself is zero, so $r=0$.

The theorem leaves $\varepsilon$ as a full symmetric matrix; passing to canonical orbitals with individual orbital energies would take a further rotation among the occupied orbitals, and nothing here says that those energies are the lowest eigenvalues of $F$.

```lean
/-- Hartree-Fock equations: for symmetric `h` and integrals with eightfold symmetry, minimising
orbitals satisfy `F P_i = Σ ε_ij P_j` with `ε` symmetric. -/
theorem hartree_fock (hh : SymmBilinear h) (hg : Eightfold g) {P : Fin m → Orb n}
    (hP : IsMinimiser h g P) : (multiplier h g P).IsSymm ∧
      ∀ i, fock h g P *ᵥ P i = ∑ j, multiplier h g P i j • P j := by
  have fs : ∀ u v, u ⬝ᵥ fock h g P *ᵥ v = v ⬝ᵥ fock h g P *ᵥ u := fun u v => by
    rw [dot_fock hh hg, dot_fock hh hg, (fockForm_symm hh hg P).symm]
  refine ⟨Matrix.ext fun i j => fs (P j) (P i), fun i => ?_⟩
  have ds : ∀ u, u ⬝ᵥ ∑ j, multiplier h g P i j • P j =
      ∑ j, multiplier h g P i j * (u ⬝ᵥ P j) := by
    intro u
    simp only [dotProduct, Finset.sum_apply, Pi.smul_apply, smul_eq_mul, mul_sum]
    rw [sum_comm]
    exact sum_congr rfl fun j _ => sum_congr rfl fun p _ => by ring
  -- the residual is orthogonal to the occupied orbitals, hence to itself
  obtain ⟨r, hr⟩ : ∃ r, r = fock h g P *ᵥ P i - ∑ j, multiplier h g P i j • P j := ⟨_, rfl⟩
  have ho : ∀ k, P k ⬝ᵥ r = 0 := by
    intro k
    rw [hr, dotProduct_sub, ds, sum_eq_single k
      (fun j _ hj => by rw [hP.1 k j, if_neg (Ne.symm hj), mul_zero])
      (fun hn => absurd (mem_univ k) hn), hP.1 k k, if_pos rfl, mul_one, fs]
    exact sub_self _
  have hrr : r ⬝ᵥ r = 0 := by
    have e : r ⬝ᵥ r = r ⬝ᵥ (fock h g P *ᵥ P i - ∑ j, multiplier h g P i j • P j) :=
      congrArg (fun v => r ⬝ᵥ v) hr
    rw [e, dotProduct_sub, ds, fs, dot_fock hh hg, brillouin hh hg hP i r ho, zero_sub,
      neg_eq_zero]
    exact sum_eq_zero fun j _ => by rw [dotProduct_comm, ho, mul_zero]
  exact sub_eq_zero.1 (hr.symm.trans (dotProduct_self_eq_zero.1 hrr))

end

end ClosedShellHartreeFock
```

```lean
#print axioms ClosedShellHartreeFock.hartree_fock
```

```
'ClosedShellHartreeFock.hartree_fock' depends on axioms: [propext, Classical.choice, Quot.sound]
```
